# Collinearity test: the spin fluctuation matrix of a unit vector is singular exactly when the vector is an eigenvector of a spin component along some real axis

## One operator: zero variance means eigenvector

Take a single Hermitian operator $T$ and a unit vector $\psi$, and write $\langle T\rangle = \langle\psi, T\psi\rangle$. The variance of $T$ in $\psi$ is a squared length,

$$\|T\psi\|^2 - \langle T\rangle^2 = \|(T-\langle T\rangle)\psi\|^2 .$$

It is never negative, and it vanishes exactly when $T\psi = \langle T\rangle\psi$, that is, when $\psi$ is an eigenvector of $T$.

With several operators $S_i$, such as the three components of spin, the variance becomes a real symmetric matrix. "Zero" becomes "singular", and a nonzero null vector of the matrix gives an axis along which the spin is sharp.

For a generalized Hartree-Fock determinant $\psi$, with $S_i$ the components of total spin, this decides whether the determinant has a sharp spin projection along some axis; the criterion is an exact zero of the determinant of the matrix. A computed matrix carries rounding and convergence errors, so a program has to judge the zero with a tolerance, which the theorem does not supply.

## States, operators and the fluctuation matrix

The state lives in a complex inner product space `E`, of finite or infinite dimension. The operators are linear maps defined on all of `E`, labelled by a finite type `ι`; for spin, `ι` is `Fin 3`, with 0, 1, 2 standing for $x, y, z$. No commutation relations are assumed.

In Lean 4 with Mathlib:

```lean
import Mathlib

open Matrix

namespace CollinearityTest

noncomputable section

variable {E : Type*} [NormedAddCommGroup E] [InnerProductSpace ℂ E]
variable {ι : Type*} [Fintype ι]
```

The inner product is conjugate-linear in its first argument. The expectation value is defined as the real number $\langle T\rangle = \mathrm{Re}\,\langle\psi, T\psi\rangle$. For a symmetric operator the imaginary part is zero anyway.

```lean
/-- The number written `⟨T⟩` in this file: the real part of `⟨ψ, T ψ⟩`, which for a symmetric
operator `T` and a unit vector `ψ` is the expectation value. -/
def expect (T : E →ₗ[ℂ] E) (ψ : E) : ℝ := (inner ℂ ψ (T ψ)).re
```

The fluctuation matrix is

$$A_{ij} = \mathrm{Re}\,\langle S_i\psi, S_j\psi\rangle - \langle S_i\rangle\langle S_j\rangle .$$

```lean
/-- The matrix `A i j = Re ⟨S i ψ, S j ψ⟩ - ⟨S i⟩ ⟨S j⟩` of spin fluctuations in the state `ψ`. -/
def spinCov (S : ι → E →ₗ[ℂ] E) (ψ : E) : Matrix ι ι ℝ :=
  Matrix.of fun i j => (inner ℂ (S i ψ) (S j ψ)).re - expect (S i) ψ * expect (S j) ψ
```

A real vector $n$ selects the component $T_n = \sum_i n_i S_i$. Its length is left free here, and the main theorem fixes it.

```lean
/-- The spin component `∑ i, n i • S i` along the real vector `n`. -/
def spinAlong (S : ι → E →ₗ[ℂ] E) (n : ι → ℝ) : E →ₗ[ℂ] E := ∑ i, (n i : ℂ) • S i
```

Applied to the state, this gives $T_n\psi = \sum_i n_i\, S_i\psi$.

```lean
/-- The spin component along `n` acts on `ψ` as the weighted sum of the vectors `S i ψ`. -/
lemma spinAlong_apply (S : ι → E →ₗ[ℂ] E) (n : ι → ℝ) (ψ : E) :
    spinAlong S n ψ = ∑ i, (n i : ℂ) • S i ψ := by
  simp [spinAlong, LinearMap.sum_apply]
```

## The quadratic form is a variance

Let $a = \langle T\rangle$, which is real. Expanding the square with $\|\psi\| = 1$ gives

$$\|T\psi - a\psi\|^2 = \|T\psi\|^2 - 2a\,\mathrm{Re}\,\langle T\psi,\psi\rangle + a^2 = \|T\psi\|^2 - a^2,$$

because $\mathrm{Re}\,\langle T\psi,\psi\rangle = \mathrm{Re}\,\langle\psi,T\psi\rangle = a$. In the code, `norm_sub_sq` does the expansion and `h` is this exchange of arguments. Symmetry of $T$ is not used.

```lean
/-- In a unit vector `ψ`, the squared length of `(T - ⟨T⟩) ψ` is `‖T ψ‖² - ⟨T⟩²`. -/
theorem variance_eq (T : E →ₗ[ℂ] E) {ψ : E} (hψ : ‖ψ‖ = 1) :
    ‖T ψ - (expect T ψ : ℂ) • ψ‖ ^ 2 = ‖T ψ‖ ^ 2 - expect T ψ ^ 2 := by
  have h : (inner ℂ (T ψ) ψ).re = expect T ψ := inner_re_symm (𝕜 := ℂ) (T ψ) ψ
  rw [norm_sub_sq (𝕜 := ℂ), inner_smul_right, norm_smul, hψ, Complex.norm_real,
    Real.norm_eq_abs, mul_one, sq_abs]
  simp only [RCLike.re_eq_complex_re, Complex.re_ofReal_mul, h]
  ring
```

Now put $T = T_n$. Since the $n_i$ are real,

$$\langle T_n\rangle = \sum_i n_i\langle S_i\rangle, \qquad \|T_n\psi\|^2 = \sum_{i,j} n_i n_j\,\mathrm{Re}\,\langle S_i\psi,S_j\psi\rangle .$$

Subtracting the square of the first from the second gives

$$n\cdot A n = \|T_n\psi\|^2 - \langle T_n\rangle^2 = \|(T_n-\langle T_n\rangle)\psi\|^2 .$$

The two displayed sums are `h1` and `h2` in the proof. The remaining lines insert the variance identity and compare the double sums term by term.

```lean
/-- For a unit vector `ψ`, the quadratic form of the fluctuation matrix at `n` is the squared
length of `(T - ⟨T⟩) ψ`, where `T` is the spin component along `n`. -/
theorem quadratic_form_eq (S : ι → E →ₗ[ℂ] E) {ψ : E} (hψ : ‖ψ‖ = 1) (n : ι → ℝ) :
    n ⬝ᵥ spinCov S ψ *ᵥ n =
      ‖spinAlong S n ψ - (expect (spinAlong S n) ψ : ℂ) • ψ‖ ^ 2 := by
  -- the expectation value is linear in the direction
  have h1 : expect (spinAlong S n) ψ = ∑ i, n i * expect (S i) ψ := by
    simp only [expect, spinAlong_apply, inner_sum, inner_smul_right, Complex.re_sum,
      Complex.re_ofReal_mul]
  -- the squared norm is a double sum
  have h2 : ‖spinAlong S n ψ‖ ^ 2 =
      ∑ i, ∑ j, n i * n j * (inner ℂ (S i ψ) (S j ψ)).re := by
    rw [← inner_self_eq_norm_sq (𝕜 := ℂ), spinAlong_apply, sum_inner, map_sum]
    refine Finset.sum_congr rfl fun i _ => ?_
    rw [inner_sum, map_sum]
    refine Finset.sum_congr rfl fun j _ => ?_
    rw [inner_smul_left, inner_smul_right, Complex.conj_ofReal]
    simp only [RCLike.re_eq_complex_re, Complex.re_ofReal_mul]
    ring
  rw [variance_eq _ hψ, h1, h2, sq, Finset.sum_mul_sum, ← Finset.sum_sub_distrib]
  simp only [dotProduct, mulVec, spinCov, Matrix.of_apply, Finset.mul_sum]
  refine Finset.sum_congr rfl fun i _ => ?_
  rw [← Finset.sum_sub_distrib]
  refine Finset.sum_congr rfl fun j _ => ?_
  ring
```

The right-hand side is a squared length, so $n\cdot An \ge 0$ for every real $n$. Mathlib's `PosSemidef` also requires the matrix to be Hermitian, which for real entries means $A_{ij} = A_{ji}$. This holds because the real part of an inner product does not depend on the order of its arguments. The proof treats the symmetry first and the inequality second.

```lean
/-- The fluctuation matrix of a unit vector is positive semidefinite. -/
theorem spinCov_posSemidef (S : ι → E →ₗ[ℂ] E) {ψ : E} (hψ : ‖ψ‖ = 1) :
    (spinCov S ψ).PosSemidef := by
  refine Matrix.PosSemidef.of_dotProduct_mulVec_nonneg ?_ fun n => ?_
  · ext i j
    have h : (inner ℂ (S j ψ) (S i ψ)).re = (inner ℂ (S i ψ) (S j ψ)).re :=
      inner_re_symm (𝕜 := ℂ) (S j ψ) (S i ψ)
    simp only [conjTranspose_apply, spinCov, Matrix.of_apply, star_trivial, h]
    ring
  · rw [star_trivial, quadratic_form_eq S hψ]
    positivity
```

## From a vanishing quadratic form to a null vector

The variance along $n$ is the single number $n\cdot An$, whereas singularity concerns the whole vector $An$. The link is the Mathlib lemma `dotProduct_mulVec_zero_iff`: for a positive semidefinite matrix, $n\cdot An = 0$ if and only if $An = 0$.

One direction is immediate. For the other, suppose $n\cdot An = 0$, and take any real vector $m$ and real number $t$. By symmetry of $A$,

$$0 \le (n+tm)\cdot A(n+tm) = 2t\, m\cdot An + t^2\, m\cdot Am .$$

If $m\cdot An$ were nonzero, a small $t$ of the opposite sign would make the right-hand side negative. So $m\cdot An = 0$ for every $m$, and $An = 0$.

Symmetry alone would not suffice: the matrix $\begin{pmatrix}0&1\\1&0\end{pmatrix}$ has zero quadratic form at $(1,0)$ but sends that vector to $(0,1)$. So the lemma needs more than symmetry, and the code supplies positivity by passing `spinCov_posSemidef S hψ` to it. Used from right to left, the lemma turns the vector equation $An=0$ into a scalar one. The quadratic form identity then turns that into a vanishing norm, so

$$An = 0 \iff T_n\psi = \langle T_n\rangle\psi .$$

```lean
/-- For a unit vector `ψ`, the fluctuation matrix annihilates `n` exactly when the spin component
`T` along `n` satisfies `T ψ = ⟨T⟩ ψ`. -/
theorem mulVec_eq_zero_iff (S : ι → E →ₗ[ℂ] E) {ψ : E} (hψ : ‖ψ‖ = 1) (n : ι → ℝ) :
    spinCov S ψ *ᵥ n = 0 ↔
      spinAlong S n ψ = (expect (spinAlong S n) ψ : ℂ) • ψ := by
  rw [← (spinCov_posSemidef S hψ).dotProduct_mulVec_zero_iff, star_trivial,
    quadratic_form_eq S hψ, sq_eq_zero_iff, norm_eq_zero, sub_eq_zero]
```

## The eigenvalue is the expectation value

The last equation contains a particular eigenvalue, while the test speaks of any eigenvalue. Suppose $T$ is symmetric and $T\psi = \mu\psi$ with $\mu$ complex. Then

$$\bar\mu = \langle T\psi,\psi\rangle = \langle\psi,T\psi\rangle = \mu ,$$

so $\mu$ is real and equal to $\langle T\rangle$.

What matters here is that the eigenvalue is real. For the single operator $T = i\cdot 1$, every unit vector is an eigenvector, yet $\langle T\rangle = 0$ in the sense of `expect`, and the one-by-one matrix $A$ is $1$, which is not singular.

```lean
/-- If a unit vector is an eigenvector of a symmetric operator, the eigenvalue is the
expectation value. -/
theorem eigenvalue_eq_expect {T : E →ₗ[ℂ] E} (hT : T.IsSymmetric) {ψ : E} (hψ : ‖ψ‖ = 1)
    {μ : ℂ} (h : T ψ = μ • ψ) : μ = (expect T ψ : ℂ) := by
  have h1 : inner ℂ ψ ψ = (1 : ℂ) := by
    rw [inner_self_eq_norm_sq_to_K, hψ]; simp
  have h2 := hT ψ ψ
  rw [h, inner_smul_left, inner_smul_right, h1, mul_one, mul_one] at h2
  rw [expect, h, inner_smul_right, h1, mul_one]
  exact (Complex.conj_eq_iff_re.mp h2).symm
```

## The test

The hypotheses are that every $S_i$ is symmetric (`hS`) and that $\psi$ is normalised (`hψ`). The conclusion is that $A$ is positive semidefinite, and that $\det A = 0$ if and only if there are a real $n$ with $\sum_i n_i^2 = 1$ and a complex $\mu$ with $T_n\psi = \mu\psi$. The length condition is written as a sum of squares because Mathlib's norm on `ι → ℝ` is the maximum norm.

A square matrix has zero determinant exactly when it has a nonzero null vector, which is `Matrix.exists_mulVec_eq_zero_iff`. The two directions are then as follows.

- If $Av = 0$ with $v \ne 0$, then $\sum_i v_i^2 > 0$. The vector $n = v/\sqrt{\sum_i v_i^2}$ has unit length and $An = 0$, so $\psi$ is an eigenvector of $T_n$.
- If $T_n\psi = \mu\psi$ with $n$ of unit length, then $n \neq 0$. The operator $T_n$ is symmetric because its coefficients are real, so $\mu = \langle T_n\rangle$ and therefore $An = 0$.

```lean
/-- Collinearity test: for symmetric operators `S i` and a unit vector `ψ`, the fluctuation matrix
is positive semidefinite, and it is singular exactly when `ψ` is an eigenvector of the spin
component along some real unit vector `n`. -/
theorem collinearity_test [DecidableEq ι] {S : ι → E →ₗ[ℂ] E} (hS : ∀ i, (S i).IsSymmetric)
    {ψ : E} (hψ : ‖ψ‖ = 1) :
    (spinCov S ψ).PosSemidef ∧ ((spinCov S ψ).det = 0 ↔
      ∃ n : ι → ℝ, ∑ i, n i ^ 2 = 1 ∧ ∃ μ : ℂ, spinAlong S n ψ = μ • ψ) := by
  refine ⟨spinCov_posSemidef S hψ, ?_⟩
  rw [← Matrix.exists_mulVec_eq_zero_iff]
  constructor
  · -- normalise a null vector
    rintro ⟨v, hv, hA⟩
    obtain ⟨k, hk⟩ := Function.ne_iff.mp hv
    have hc : 0 < ∑ i, v i ^ 2 :=
      Finset.sum_pos' (fun i _ => sq_nonneg (v i)) ⟨k, Finset.mem_univ k,
        (sq_nonneg (v k)).lt_of_ne' (pow_ne_zero 2 hk)⟩
    refine ⟨(√(∑ i, v i ^ 2))⁻¹ • v, ?_, _, (mulVec_eq_zero_iff S hψ _).mp ?_⟩
    · simp only [Pi.smul_apply, smul_eq_mul, mul_pow, ← Finset.mul_sum, inv_pow,
        Real.sq_sqrt hc.le]
      exact inv_mul_cancel₀ hc.ne'
    · rw [Matrix.mulVec_smul, hA, smul_zero]
  · rintro ⟨n, hn, μ, hμ⟩
    refine ⟨n, ?_, (mulVec_eq_zero_iff S hψ n).mpr ?_⟩
    · rintro rfl
      simp at hn
    · -- symmetry makes the eigenvalue the expectation value
      have hT : (spinAlong S n).IsSymmetric := by
        intro x y
        simp only [spinAlong_apply, sum_inner, inner_sum, inner_smul_left, inner_smul_right,
          Complex.conj_ofReal]
        exact Finset.sum_congr rfl fun i _ => by rw [hS i x y]
      rw [← eigenvalue_eq_expect hT hψ hμ, hμ]
```

## Every spin-one-half state without a spatial part passes

For spin one-half, take the Pauli matrices $\sigma_i$. They are twice the spin in units of $\hbar$, a factor that does not affect singularity. The spinor here is a pair of complex numbers, with no spatial part. A two-component orbital whose up and down parts are linearly independent functions of position is not an eigenvector of any spin component, and it fails the test.

```lean
/-- The three Pauli matrices. -/
def pauli : Fin 3 → Matrix (Fin 2) (Fin 2) ℂ :=
  ![!![0, 1; 1, 0], !![0, -Complex.I; Complex.I, 0], !![1, 0; 0, -1]]
```

Let $\psi = (\psi_0,\psi_1)$ with $|\psi_0|^2+|\psi_1|^2 = 1$. The axis is the spin direction of the spinor,

$$n = \bigl(2\,\mathrm{Re}\,\bar\psi_0\psi_1,\; 2\,\mathrm{Im}\,\bar\psi_0\psi_1,\; |\psi_0|^2-|\psi_1|^2\bigr).$$

Its squared length is $4|\psi_0|^2|\psi_1|^2 + (|\psi_0|^2-|\psi_1|^2)^2 = (|\psi_0|^2+|\psi_1|^2)^2 = 1$. The upper component of $\sum_i n_i\sigma_i\psi$ is

$$(|\psi_0|^2-|\psi_1|^2)\psi_0 + 2\psi_0\bar\psi_1\psi_1 = \psi_0 ,$$

and the lower one is $\psi_1$ in the same way. So $\psi$ is an eigenvector with eigenvalue $1$, and $\det A = 0$.

`Matrix.toEuclideanLin` turns each matrix into an operator. The proof checks that these operators are symmetric, supplies $n$ and the eigenvalue, and verifies real and imaginary parts using the normalisation `h`.

```lean
/-- For every normalised two-component spinor, the fluctuation matrix of the Pauli matrices is
singular. -/
theorem spinor_collinear (ψ : EuclideanSpace ℂ (Fin 2)) (hψ : ‖ψ‖ = 1) :
    (spinCov (fun i => Matrix.toEuclideanLin (pauli i)) ψ).det = 0 := by
  have hS : ∀ i, (Matrix.toEuclideanLin (pauli i)).IsSymmetric := fun i => by
    refine isSymmetric_toEuclideanLin_iff.mpr ?_
    ext j k
    fin_cases i <;> fin_cases j <;> fin_cases k <;> simp [pauli]
  have h := EuclideanSpace.norm_sq_eq ψ
  rw [hψ, Fin.sum_univ_two, Complex.sq_norm, Complex.sq_norm, Complex.normSq_apply,
    Complex.normSq_apply] at h
  -- the axis is the spin direction of the spinor
  refine (collinearity_test hS hψ).2.mpr
    ⟨![2 * ((ψ 0).re * (ψ 1).re + (ψ 0).im * (ψ 1).im),
       2 * ((ψ 0).re * (ψ 1).im - (ψ 0).im * (ψ 1).re),
       (ψ 0).re ^ 2 + (ψ 0).im ^ 2 - (ψ 1).re ^ 2 - (ψ 1).im ^ 2], ?_, 1, ?_⟩
  · simp only [Fin.sum_univ_three, Matrix.cons_val]
    linear_combination (-((ψ 0).re ^ 2 + (ψ 0).im ^ 2 + (ψ 1).re ^ 2 + (ψ 1).im ^ 2) - 1) * h
  · rw [spinAlong_apply]
    ext i
    fin_cases i <;> apply Complex.ext <;>
      simp [pauli, Matrix.toLpLin_apply, Fin.sum_univ_three, -Complex.ofReal_pow]
    · linear_combination -(ψ 0).re * h
    · linear_combination -(ψ 0).im * h
    · linear_combination -(ψ 1).re * h
    · linear_combination -(ψ 1).im * h
```

## A spin-one state that fails

For spin one, in units of $\hbar$ and in the Cartesian basis, the matrices act as $S_k\psi = i\, e_k\times\psi$, where $i$ is the imaginary unit and $e_k$ is the basis vector with label $k$.

```lean
/-- The three spin-one matrices in the Cartesian basis. -/
def spinOne : Fin 3 → Matrix (Fin 3) (Fin 3) ℂ :=
  ![!![0, 0, 0; 0, 0, -Complex.I; 0, Complex.I, 0],
    !![0, 0, Complex.I; 0, 0, 0; -Complex.I, 0, 0],
    !![0, -Complex.I, 0; Complex.I, 0, 0; 0, 0, 0]]
```

Take $\psi = (3/5,\; 4i/5,\; 0)$, which has norm $1$. Then

$$S_0\psi = (0,0,-\tfrac45),\qquad S_1\psi = (0,0,-\tfrac{3i}{5}),\qquad S_2\psi = (\tfrac45,\tfrac{3i}{5},0).$$

The expectation values are $0$, $0$ and $24/25$. The real parts of the mixed inner products vanish, so $A$ is diagonal with entries $16/25$, $9/25$ and $1-576/625 = 49/625$. Its determinant is $7056/390625$. By the test, this state is not an eigenvector of the spin component along any real axis.

The code checks that the matrices are Hermitian and the state normalised, then establishes the diagonal form entry by entry and multiplies the diagonal.

```lean
/-- The spin-one matrices are Hermitian, the state `(3/5, 4i/5, 0)` is normalised, and its
fluctuation matrix has the nonzero determinant `7056/390625`. -/
theorem spinOne_noncollinear :
    (∀ i, (spinOne i).IsHermitian) ∧
    ‖(!₂[3 / 5, 4 / 5 * Complex.I, 0] : EuclideanSpace ℂ (Fin 3))‖ = 1 ∧
    (spinCov (fun i => Matrix.toEuclideanLin (spinOne i))
      !₂[3 / 5, 4 / 5 * Complex.I, 0]).det = 7056 / 390625 := by
  refine ⟨fun i => ?_, ?_, ?_⟩
  · ext j k
    fin_cases i <;> fin_cases j <;> fin_cases k <;> simp [spinOne]
  · rw [EuclideanSpace.norm_eq, Real.sqrt_eq_one]
    simp [Fin.sum_univ_three]
    norm_num
  · have c3 : (starRingEnd ℂ) 3 = 3 := map_ofNat (starRingEnd ℂ) 3
    have c4 : (starRingEnd ℂ) 4 = 4 := map_ofNat (starRingEnd ℂ) 4
    have c5 : (starRingEnd ℂ) 5 = 5 := map_ofNat (starRingEnd ℂ) 5
    -- the fluctuation matrix is diagonal
    have h : spinCov (fun i => Matrix.toEuclideanLin (spinOne i))
        !₂[3 / 5, 4 / 5 * Complex.I, 0] =
        Matrix.diagonal ![16 / 25, 9 / 25, 49 / 625] := by
      ext i j
      fin_cases i <;> fin_cases j <;>
        simp [c3, c4, c5, spinCov, expect, spinOne, Matrix.toLpLin_apply, PiLp.inner_apply,
          Fin.sum_univ_three, Matrix.mulVec, dotProduct] <;> norm_num
    rw [h, Matrix.det_diagonal, Fin.prod_univ_three]
    simp only [Matrix.cons_val]
    norm_num

end

end CollinearityTest
```

```lean
#print axioms CollinearityTest.collinearity_test
#print axioms CollinearityTest.spinor_collinear
#print axioms CollinearityTest.spinOne_noncollinear
```

```
'CollinearityTest.collinearity_test' depends on axioms: [propext, Classical.choice, Quot.sound]
'CollinearityTest.spinor_collinear' depends on axioms: [propext, Classical.choice, Quot.sound]
'CollinearityTest.spinOne_noncollinear' depends on axioms: [propext, Classical.choice, Quot.sound]
```
